# The smallest positive Im k among free-electron Fermi poles belongs to the energies μ ± iπT

Consider free electrons in one dimension at temperature $T>0$ and chemical potential $\mu$. In atomic units, with $T$ measured as an energy, a plane wave of wave number $k$ has energy $k^2/2$. For one spin direction, the density matrix between two points a distance $x>0$ apart is

$$\rho(x)=\int_{-\infty}^{\infty}\frac{dk}{2\pi}\,\frac{e^{ikx}}{e^{(k^2/2-\mu)/T}+1}.$$

Closing the contour in the upper half-plane turns the integral into a sum over poles of the Fermi function. A pole at $k$ contributes a term of size proportional to $e^{-x\,\mathrm{Im}\,k}$, so at large $x$ the poles with the smallest $\mathrm{Im}\,k$ dominate. Which poles are these, and how does their $\mathrm{Im}\,k$ depend on temperature?

The contour argument is the motivation; what is checked below concerns the location of the poles and their imaginary parts.

```lean
import Mathlib

open Filter
open scoped Real Topology

namespace MatsubaraDecay

noncomputable section
```

## Poles and their decay rates

A pole will turn out to have a complex energy $k^2/2=\mu+iy$ with $y$ real. The candidate for $\mathrm{Im}\,k$ in the upper half-plane is

$$\kappa(\mu,y)=\sqrt{\sqrt{\mu^2+y^2}-\mu}.$$

In Lean this is `decayRate mu y`, a function of two real numbers.

```lean
/-- The decay rate `√(√(μ² + y²) - μ)` belonging to the complex energy `μ + iy`. -/
def decayRate (mu y : ℝ) : ℝ := √(√(mu ^ 2 + y ^ 2) - mu)
```

The poles are the zeros of the Fermi denominator,

$$e^{(k^2/2-\mu)/T}+1=0,$$

where $k$ is complex while $\mu$ and $T$ are real. The predicate `IsFermiPole mu T k` states this equation. It also fixes the conventions: $\hbar=m=k_B=1$, and energies are measured from the bottom of the band.

```lean
/-- The complex wave number `k` is a zero of the Fermi denominator `exp((k²/2 - μ)/T) + 1`
of free electrons at temperature `T ≠ 0`. -/
def IsFermiPole (mu T : ℝ) (k : ℂ) : Prop :=
  Complex.exp ((k ^ 2 / 2 - mu) / T) + 1 = 0
```

## From the complex energy to Im k

Write $k=a+ib$ with $a,b$ real. Then $k^2=a^2-b^2+2iab$, and comparison with $2\mu+2iy$ gives

$$k^2=2(\mu+iy)\quad\Longleftrightarrow\quad a^2-b^2=2\mu,\quad ab=y.$$

```lean
/-- The dispersion relation `k² = 2(μ + iy)` split into its real and imaginary parts. -/
theorem dispersion_iff (mu y : ℝ) (k : ℂ) :
    k ^ 2 = 2 * ((mu : ℂ) + (y : ℂ) * Complex.I) ↔
      k.re ^ 2 - k.im ^ 2 = 2 * mu ∧ k.re * k.im = y := by
  have e1 : (k ^ 2).re = k.re ^ 2 - k.im ^ 2 := by simp [pow_two]
  have e2 : (k ^ 2).im = 2 * (k.re * k.im) := by
    rw [pow_two, Complex.mul_im]
    ring
  have e3 : (2 * ((mu : ℂ) + (y : ℂ) * Complex.I)).re = 2 * mu := by simp
  have e4 : (2 * ((mu : ℂ) + (y : ℂ) * Complex.I)).im = 2 * y := by simp
  rw [Complex.ext_iff, e1, e2, e3, e4]
  constructor
  · rintro ⟨h1, h2⟩
    exact ⟨h1, by linarith⟩
  · rintro ⟨h1, h2⟩
    exact ⟨h1, by linarith⟩
```

The four equations `e1` to `e4` compute the real and imaginary parts of both sides. `Complex.ext_iff` then replaces the complex equation by two real ones, and a factor of two is cancelled.

Now eliminate $a$. From the two real equations,

$$\mu^2+y^2=\left(\frac{a^2-b^2}{2}\right)^2+a^2b^2=\left(\frac{a^2+b^2}{2}\right)^2=(\mu+b^2)^2.$$

Since $\mu+b^2=(a^2+b^2)/2\ge 0$, the square root gives $\sqrt{\mu^2+y^2}=\mu+b^2$. Hence $b^2=\sqrt{\mu^2+y^2}-\mu$, and for $b>0$ this means $b=\kappa(\mu,y)$.

```lean
/-- A wave number in the upper half-plane with `k² = 2(μ + iy)` has imaginary part
`√(√(μ² + y²) - μ)`. -/
theorem im_eq_decayRate {mu y : ℝ} {k : ℂ} (hk : 0 < k.im)
    (h : k ^ 2 = 2 * ((mu : ℂ) + (y : ℂ) * Complex.I)) : k.im = decayRate mu y := by
  obtain ⟨h1, h2⟩ := (dispersion_iff mu y k).1 h
  have hmu : mu = (k.re ^ 2 - k.im ^ 2) / 2 := by linarith
  -- the squared modulus of the complex energy is `(μ + (Im k)²)²`
  have e : mu ^ 2 + y ^ 2 = (mu + k.im ^ 2) ^ 2 := by
    rw [hmu, ← h2]
    ring
  have hn : 0 ≤ mu + k.im ^ 2 := by nlinarith [sq_nonneg k.re, sq_nonneg k.im]
  unfold decayRate
  rw [e, Real.sqrt_sq hn, add_sub_cancel_left, Real.sqrt_sq hk.le]
```

The hypothesis `0 < k.im` selects the upper half-plane. No sign is assumed for $\mu$ or $y$. In the proof, `e` is the displayed identity and `hn` is the non-negativity needed for the first square root.

The formula gives the imaginary part of a solution, but a solution must also exist. Let $y\neq 0$. Then $\sqrt{\mu^2+y^2}>\mu$, so $b=\kappa(\mu,y)$ is positive and we may set $a=y/b$. The condition $ab=y$ holds by construction. For the other one,

$$b^2(b^2+2\mu)=\left(\sqrt{\mu^2+y^2}-\mu\right)\left(\sqrt{\mu^2+y^2}+\mu\right)=y^2,$$

so $a^2=y^2/b^2=b^2+2\mu$, as required. Any other solution in the upper half-plane has the same $b$ by the previous step, and therefore the same $a=y/b$.

```lean
/-- For `y ≠ 0` exactly one wave number in the upper half-plane has `k² = 2(μ + iy)`. -/
theorem existsUnique_wavenumber (mu : ℝ) {y : ℝ} (hy : y ≠ 0) :
    ∃! k : ℂ, 0 < k.im ∧ k ^ 2 = 2 * ((mu : ℂ) + (y : ℂ) * Complex.I) := by
  have hy2 : 0 < y ^ 2 := by positivity
  have hlt : mu < √(mu ^ 2 + y ^ 2) := Real.lt_sqrt_of_sq_lt (by linarith)
  have hb : 0 < decayRate mu y := Real.sqrt_pos.2 (sub_pos.2 hlt)
  have hb2 : decayRate mu y ^ 2 = √(mu ^ 2 + y ^ 2) - mu :=
    Real.sq_sqrt (sub_pos.2 hlt).le
  have hs : √(mu ^ 2 + y ^ 2) ^ 2 = mu ^ 2 + y ^ 2 := Real.sq_sqrt (by positivity)
  refine ⟨⟨y / decayRate mu y, decayRate mu y⟩, ⟨hb, ?_⟩, ?_⟩
  · have key : y ^ 2 = decayRate mu y ^ 2 * (decayRate mu y ^ 2 + 2 * mu) := by
      rw [hb2]
      linear_combination -hs
    refine (dispersion_iff mu y _).2 ⟨?_, div_mul_cancel₀ y hb.ne'⟩
    change (y / decayRate mu y) ^ 2 - decayRate mu y ^ 2 = 2 * mu
    have hq : (y / decayRate mu y) ^ 2 = decayRate mu y ^ 2 + 2 * mu := by
      rw [div_pow, div_eq_iff (pow_ne_zero 2 hb.ne')]
      linarith
    linarith
  · rintro k ⟨hk, h⟩
    have him := im_eq_decayRate hk h
    have hre := ((dispersion_iff mu y k).1 h).2
    apply Complex.ext
    · change k.re = y / decayRate mu y
      rw [eq_div_iff hb.ne', ← him]
      exact hre
    · exact him
```

The quantifier `∃!` means that exactly one such $k$ exists. The proof supplies the number $y/b+ib$, with `key` as the product identity, and then compares real and imaginary parts for uniqueness.

## The rate grows with distance from the real energy axis

Take $0\le y_1<y_2$. Then

$$\mu\le\sqrt{\mu^2+y_1^2}<\sqrt{\mu^2+y_2^2}.$$

Subtracting $\mu$ leaves two non-negative numbers in strict order, and the outer square root preserves that order. Thus $\kappa(\mu,y_1)<\kappa(\mu,y_2)$.

```lean
/-- The decay rate is strictly increasing in the distance `y ≥ 0` of the energy from the
real axis. -/
theorem decayRate_strictMonoOn (mu : ℝ) : StrictMonoOn (decayRate mu) (Set.Ici 0) := by
  intro a ha b _ hab
  have ha' : 0 ≤ a := ha
  have h1 : mu ≤ √(mu ^ 2 + a ^ 2) :=
    (le_abs_self mu).trans (Real.abs_le_sqrt (by nlinarith [sq_nonneg a]))
  have h2 : √(mu ^ 2 + a ^ 2) < √(mu ^ 2 + b ^ 2) :=
    Real.sqrt_lt_sqrt (by positivity) (by nlinarith)
  exact Real.sqrt_lt_sqrt (by linarith) (by linarith)
```

`StrictMonoOn` restricts the statement to `Set.Ici 0`, the half-line $y\ge 0$. The restriction is needed because only $y^2$ enters the rate, so that $\kappa(\mu,|y|)=\kappa(\mu,y)$.

```lean
/-- Energies above and below the real axis at equal distance have the same decay rate. -/
theorem decayRate_abs (mu y : ℝ) : decayRate mu |y| = decayRate mu y := by
  unfold decayRate
  rw [sq_abs]
```

## The Matsubara energies

To locate the poles, write $-1=e^{i\pi}$. The exponentials of two complex numbers agree exactly when the numbers differ by an integer multiple of $2\pi i$, so

$$\frac{k^2/2-\mu}{T}=i\pi+2\pi i n,\qquad\text{that is,}\qquad k^2=2\left(\mu+i(2n+1)\pi T\right),\quad n\in\mathbb Z.$$

```lean
/-- The poles of the Fermi function lie at the Matsubara energies
`k²/2 = μ + i(2n + 1)πT` with `n` an integer. -/
theorem isFermiPole_iff (mu : ℝ) {T : ℝ} (hT : T ≠ 0) (k : ℂ) :
    IsFermiPole mu T k ↔ ∃ n : ℤ,
      k ^ 2 = 2 * ((mu : ℂ) + (((2 * (n : ℝ) + 1) * (π * T) : ℝ) : ℂ) * Complex.I) := by
  have hTc : (T : ℂ) ≠ 0 := by exact_mod_cast hT
  unfold IsFermiPole
  rw [add_eq_zero_iff_eq_neg, ← Complex.exp_pi_mul_I, Complex.exp_eq_exp_iff_exists_int]
  refine exists_congr fun n => ?_
  rw [div_eq_iff hTc]
  push_cast
  constructor <;> intro h
  · linear_combination 2 * h
  · linear_combination h / 2
```

Both directions are stated: every pole has this form, and every $k$ of this form is a pole. `Complex.exp_eq_exp_iff_exists_int` provides the integer, and the two `linear_combination` lines convert between the equation for $k^2/2$ and the one for $k^2$. The index runs over all integers, so energies below the real axis are included.

## The poles with the smallest imaginary part

By the steps above, a pole in the upper half-plane with index $n$ has $\mathrm{Im}\,k=\kappa(\mu,|2n+1|\pi T)$. An odd integer has modulus at least one, so $|2n+1|\pi T\ge\pi T$, and monotonicity gives

$$\mathrm{Im}\,k\ \ge\ \kappa(\mu,\pi T).$$

The pole with $n=0$ attains the bound.

```lean
/-- Among all poles of the Fermi function in the upper half-plane of wave numbers, the
smallest imaginary part is the decay rate at the first Matsubara energy `y = πT`. -/
theorem nearest_pole (mu : ℝ) {T : ℝ} (hT : 0 < T) :
    IsLeast {r : ℝ | ∃ k : ℂ, IsFermiPole mu T k ∧ 0 < k.im ∧ k.im = r}
      (decayRate mu (π * T)) := by
  have hp : 0 < π * T := by positivity
  constructor
  · obtain ⟨k, ⟨hk, h⟩, _⟩ := existsUnique_wavenumber mu hp.ne'
    refine ⟨k, (isFermiPole_iff mu hT.ne' k).2 ⟨0, ?_⟩, hk, im_eq_decayRate hk h⟩
    rw [h]
    push_cast
    ring
  · rintro r ⟨k, hpole, hk, rfl⟩
    obtain ⟨n, hn⟩ := (isFermiPole_iff mu hT.ne' k).1 hpole
    -- an odd integer has modulus at least one
    have hodd : (1 : ℤ) ≤ |2 * n + 1| := Int.one_le_abs (by omega)
    have hodd' : (1 : ℝ) ≤ |2 * (n : ℝ) + 1| := by exact_mod_cast hodd
    have hle : π * T ≤ |(2 * (n : ℝ) + 1) * (π * T)| := by
      rw [abs_mul, abs_of_pos hp]
      exact le_mul_of_one_le_left hp.le hodd'
    rw [im_eq_decayRate hk hn, ← decayRate_abs mu ((2 * (n : ℝ) + 1) * (π * T))]
    exact (decayRate_strictMonoOn mu).monotoneOn (Set.mem_Ici.2 hp.le)
      (Set.mem_Ici.2 (abs_nonneg _)) hle
```

The set in the theorem collects the values of $\mathrm{Im}\,k$ over all poles in the upper half-plane. `IsLeast` says that $\kappa(\mu,\pi T)$ belongs to this set and is a lower bound for it. The first half of the proof takes the wave number supplied by `existsUnique_wavenumber`; the second is the odd-integer estimate. The result holds for every real $\mu$ and every $T>0$.

Equality is just as direct. Strict monotonicity makes $\kappa(\mu,\cdot)$ injective on $y\ge 0$, so $\mathrm{Im}\,k=\kappa(\mu,\pi T)$ forces $|2n+1|\pi T=\pi T$. The energy is then $\mu+i\pi T$ or $\mu-i\pi T$, with $n=0$ or $n=-1$.

```lean
/-- For `T > 0`, a pole `k` in the upper half-plane has `Im k` equal to the decay rate at `y = πT`
exactly when its energy `k²/2` is `μ + iπT` or `μ - iπT`. -/
theorem nearest_pole_eq_iff {mu T : ℝ} (hT : 0 < T) {k : ℂ} (hk : 0 < k.im)
    (hpole : IsFermiPole mu T k) :
    k.im = decayRate mu (π * T) ↔
      k ^ 2 = 2 * ((mu : ℂ) + ((π * T : ℝ) : ℂ) * Complex.I) ∨
      k ^ 2 = 2 * ((mu : ℂ) + ((-(π * T) : ℝ) : ℂ) * Complex.I) := by
  have hp : 0 < π * T := by positivity
  constructor
  · intro h
    obtain ⟨n, hn⟩ := (isFermiPole_iff mu hT.ne' k).1 hpole
    rw [im_eq_decayRate hk hn, ← decayRate_abs mu ((2 * (n : ℝ) + 1) * (π * T))] at h
    have habs := (decayRate_strictMonoOn mu).injOn (Set.mem_Ici.2 (abs_nonneg _))
      (Set.mem_Ici.2 hp.le) h
    rcases (abs_eq hp.le).1 habs with h' | h'
    · left
      rw [hn, h']
    · right
      rw [hn, h']
  · rintro (h | h)
    · exact im_eq_decayRate hk h
    · rw [im_eq_decayRate hk h, ← decayRate_abs mu (-(π * T)), abs_neg, decayRate_abs]
```

The forward direction uses `injOn` and then splits the absolute value into its two signs; the converse applies the formula for $\mathrm{Im}\,k$ to each energy. Together with the uniqueness result, this leaves exactly two poles, $a+ib$ and $-a+ib$, with $b=\kappa(\mu,\pi T)$ and $a=\pi T/b$.

A case with round numbers, chosen for easy arithmetic and not as a typical temperature, illustrates the formulas. Take $\mu=3/2$ and $T=2/\pi\approx0.64$, so that $\pi T=2$. Then $\sqrt{\mu^2+4}=5/2$ and $\kappa=\sqrt{5/2-3/2}=1$. The two nearest poles are $k=\pm2+i$; indeed $(2+i)^2=3+4i=2(3/2+2i)$. The next pair has $|y|=6$ and $\mathrm{Im}\,k=\sqrt{\sqrt{38.25}-1.5}\approx2.16$, so its contribution to the density matrix decays more than twice as fast.

## Low temperature with μ > 0

For $\mu>0$ the rate is a difference of two nearly equal numbers under a square root when $T$ is small. Multiplying and dividing by $\sqrt{\sqrt{\mu^2+\pi^2T^2}+\mu}$ removes the cancellation:

$$\kappa(\mu,\pi T)=\frac{\pi T}{\sqrt{\sqrt{\mu^2+\pi^2T^2}+\mu}},\qquad
\frac{\kappa(\mu,\pi T)}{T}=\frac{\pi}{\sqrt{\sqrt{\mu^2+\pi^2T^2}+\mu}}.$$

The last expression is continuous at $T=0$, where its value is $\pi/\sqrt{2\mu}$. Therefore

$$\lim_{T\to0^+}\frac{\kappa(\mu,\pi T)}{T}=\frac{\pi}{\sqrt{2\mu}}.$$

```lean
/-- For `μ > 0` the decay rate at `y = πT`, divided by `T`, tends to `π/√(2μ)` as the temperature
tends to zero. -/
theorem decayRate_div_temperature_tendsto {mu : ℝ} (hmu : 0 < mu) :
    Tendsto (fun T : ℝ => decayRate mu (π * T) / T) (𝓝[>] 0) (𝓝 (π / √(2 * mu))) := by
  have h0 : 0 < √(√(mu ^ 2 + (π * 0) ^ 2) + mu) := by positivity
  have hcont : ContinuousAt (fun T : ℝ => π / √(√(mu ^ 2 + (π * T) ^ 2) + mu)) 0 :=
    ContinuousAt.div (by fun_prop) (by fun_prop) h0.ne'
  have e : √(mu ^ 2 + (π * 0) ^ 2) + mu = 2 * mu := by
    rw [mul_zero, zero_pow two_ne_zero, add_zero, Real.sqrt_sq hmu.le]
    ring
  rw [← e]
  refine (hcont.tendsto.mono_left nhdsWithin_le_nhds).congr' ?_
  filter_upwards [self_mem_nhdsWithin] with T hT
  have hT' : 0 < T := hT
  have hp : 0 ≤ π * T := by positivity
  have hs : √(mu ^ 2 + (π * T) ^ 2) ^ 2 = mu ^ 2 + (π * T) ^ 2 :=
    Real.sq_sqrt (by positivity)
  have hd : 0 < √(√(mu ^ 2 + (π * T) ^ 2) + mu) := by positivity
  -- rationalise the difference under the outer square root
  have hr : decayRate mu (π * T) = π * T / √(√(mu ^ 2 + (π * T) ^ 2) + mu) := by
    rw [eq_div_iff hd.ne']
    unfold decayRate
    rw [← Real.sqrt_mul' _ (by positivity)]
    have hprod : (√(mu ^ 2 + (π * T) ^ 2) - mu) * (√(mu ^ 2 + (π * T) ^ 2) + mu)
        = (π * T) ^ 2 := by linear_combination hs
    rw [hprod, Real.sqrt_sq hp]
  rw [hr, div_right_comm, mul_div_cancel_right₀ _ hT'.ne']
```

The filter `𝓝[>] 0` expresses the approach to zero through positive temperatures, with $\mu$ held fixed. At fixed electron density $\mu$ would itself vary with $T$, which the theorem does not treat. In the proof, `hcont` is the continuity of the rationalised expression, `hr` is the rationalisation, and `congr'` transfers the limit to the original quotient, with which the expression agrees for $T>0$.

Since $\sqrt{2\mu}$ is the Fermi wave number $k_F$, the smallest rate behaves as $\pi T/k_F$ at low temperature. In the numerical case above this estimate gives $2/\sqrt3\approx1.15$ in place of the exact value $1$, because $\pi T$ is not small compared with $\mu$ there.

Some linear-scaling methods truncate the density matrix in space, and its decay length matters to them. In the model of non-interacting free electrons with $\mu>0$, the length $1/\kappa$ behaves as $k_F/(\pi T)$ at low temperature. This length alone does not fix the truncation range for a given error, because the prefactors of the pole terms also depend on $T$. The model contains no lattice potential and hence no band gap.

## Zero and negative chemical potential

For $\mu\le0$ no rationalisation is needed. The rate is continuous in $T$, and at $T=0$ it equals

$$\sqrt{\sqrt{\mu^2}-\mu}=\sqrt{|\mu|+|\mu|}=\sqrt{2|\mu|}.$$

```lean
/-- For `μ ≤ 0` the decay rate at `y = πT` tends to `√(2|μ|)` as the temperature tends to zero. -/
theorem decayRate_tendsto_of_nonpos {mu : ℝ} (hmu : mu ≤ 0) :
    Tendsto (fun T : ℝ => decayRate mu (π * T)) (𝓝[>] 0) (𝓝 (√(2 * |mu|))) := by
  have hcont : Continuous (fun T : ℝ => decayRate mu (π * T)) := by
    unfold decayRate
    fun_prop
  have e : decayRate mu (π * 0) = √(2 * |mu|) := by
    unfold decayRate
    rw [mul_zero, zero_pow two_ne_zero, add_zero, Real.sqrt_sq_eq_abs, abs_of_nonpos hmu]
    congr 1
    ring
  rw [← e]
  exact (hcont.tendsto 0).mono_left nhdsWithin_le_nhds

end

end MatsubaraDecay
```

The proof evaluates the continuous function at zero and restricts the limit to positive $T$. For $\mu<0$ the smallest rate thus tends to a positive limit as the temperature falls to zero. Its limit is the decay constant of an evanescent wave whose energy lies $|\mu|$ below the bottom of the band.

The borderline case $\mu=0$ lies between the two regimes. There $\kappa(0,\pi T)=\sqrt{\pi T}$, which vanishes as $T\to0^+$, but as the square root of the temperature. The quotient $\kappa/T=\sqrt{\pi/T}$ diverges, so the linear law does need $\mu>0$.

```lean
#print axioms MatsubaraDecay.nearest_pole
-- 'MatsubaraDecay.nearest_pole' depends on axioms: [propext, Classical.choice, Quot.sound]
#print axioms MatsubaraDecay.nearest_pole_eq_iff
-- 'MatsubaraDecay.nearest_pole_eq_iff' depends on axioms: [propext, Classical.choice, Quot.sound]
#print axioms MatsubaraDecay.decayRate_div_temperature_tendsto
-- 'MatsubaraDecay.decayRate_div_temperature_tendsto' depends on axioms: [propext, Classical.choice, Quot.sound]
#print axioms MatsubaraDecay.decayRate_tendsto_of_nonpos
-- 'MatsubaraDecay.decayRate_tendsto_of_nonpos' depends on axioms: [propext, Classical.choice, Quot.sound]
```
